# The classical virial theorem for bounded trajectories

Let a particle of unit mass move on a line according to $x''=-V'(x)$, with $V$ continuously differentiable. If $x$ and $v=x'$ stay bounded for $t\ge 0$, then

$$\frac1S\int_0^S\bigl(v(t)^2-x(t)\,V'(x(t))\bigr)\,dt\;\longrightarrow\;0\qquad(S\to\infty).$$

The integrand is the time derivative of $xv$, and a bounded quantity has no net rate of change over a long time. The same argument gives a family of identities, one for each continuously differentiable function $f(x)$, and a version for many particles with masses.

```lean
import Mathlib

open Filter Topology Set

namespace ClassicalVirial

noncomputable section
```

## Averages and trajectories

The average of an observable $g$ over the time $S$ is $\langle g\rangle_S=\frac1S\int_0^S g(t)\,dt$. In Lean it is a function of $S$, so a long-time average is a limit of `timeAverage g` along `atTop`.

```lean
/-- The average of an observable `g` over the time interval from `0` to `S`. -/
def timeAverage (g : ℝ → ℝ) (S : ℝ) : ℝ := (∫ t in (0 : ℝ)..S, g t) / S
```

Newton's equation is written as a first-order system, $x'=v$ and $v'=-V'(x)$, for all $t\ge0$. In the structure below, `V`, `x` and `v` are real functions, and `HasDerivAt x (v t) t` says that $x$ has derivative $v(t)$ at $t$. At $t=0$ this is a two-sided derivative, which costs nothing physically, since a motion that starts at $t=0$ can be continued smoothly enough to slightly earlier times.

```lean
/-- A particle of unit mass with position `x` and velocity `v` obeys Newton's equation
in the potential `V` at all times `t ≥ 0`. -/
structure NewtonTrajectory (V x v : ℝ → ℝ) : Prop where
  vel : ∀ t ≥ 0, HasDerivAt x (v t) t
  acc : ∀ t ≥ 0, HasDerivAt v (-deriv V (x t)) t
```

## A bounded quantity has no mean drift

Let $G'=g$ with $g$ continuous, and let $|G(t)|\le C$ for $t\ge0$. For $S>0$ the fundamental theorem of calculus gives

$$|\langle g\rangle_S|=\frac{|G(S)-G(0)|}{S}\le\frac{|G(S)|+|G(0)|}{S}\le\frac{2C}{S}.$$

In the proof, `hb` is the estimate of the numerator. The rewrite with `integral_eq_sub_of_hasDerivAt` replaces the integral by the difference of end values, and `gcongr` divides the estimate by $S$.

```lean
/-- If `G` stays within `C` of zero, the average of its rate of change over a time `S`
is at most `2 C / S` in absolute value. -/
theorem abs_timeAverage_le {G g : ℝ → ℝ} {C S : ℝ}
    (hG : ∀ t ≥ 0, HasDerivAt G (g t) t) (hg : ContinuousOn g (Ici 0))
    (hC : ∀ t ≥ 0, |G t| ≤ C) (hS : 0 < S) : |timeAverage g S| ≤ 2 * C / S := by
  have hsub : uIcc 0 S ⊆ Ici 0 := by
    rw [uIcc_of_le hS.le]
    exact Icc_subset_Ici_self
  have hb : |G S - G 0| ≤ 2 * C := by
    have h1 := abs_le.mp (hC S hS.le)
    have h2 := abs_le.mp (hC 0 le_rfl)
    rw [abs_le]
    constructor <;> linarith [h1.1, h1.2, h2.1, h2.2]
  unfold timeAverage
  -- the integral of the rate of change is the difference of the end values
  rw [intervalIntegral.integral_eq_sub_of_hasDerivAt (fun t ht => hG t (hsub ht))
    (hg.mono hsub).intervalIntegrable, abs_div, abs_of_pos hS]
  gcongr
```

Since $2C/S\to0$, the average is squeezed to zero. The bound is needed only for $S>0$, and `filter_upwards` restricts attention to those times.

```lean
/-- The long-time average of the rate of change of a bounded quantity is zero. -/
theorem tendsto_timeAverage_zero {G g : ℝ → ℝ} {C : ℝ}
    (hG : ∀ t ≥ 0, HasDerivAt G (g t) t) (hg : ContinuousOn g (Ici 0))
    (hC : ∀ t ≥ 0, |G t| ≤ C) : Tendsto (timeAverage g) atTop (𝓝 0) := by
  have hlim : Tendsto (fun S : ℝ => 2 * C / S) atTop (𝓝 0) :=
    tendsto_const_nhds.div_atTop tendsto_id
  refine squeeze_zero_norm' ?_ hlim
  filter_upwards [eventually_gt_atTop 0] with S hS
  exact abs_timeAverage_le hG hg hC hS
```

## The hypervirial identity

Take $G=f(x)\,v$ with $f$ continuously differentiable. The product and chain rules, followed by Newton's equation, give

$$\frac{d}{dt}\bigl(f(x)\,v\bigr)=f'(x)\,v\cdot v+f(x)\,v'=f'(x)\,v^2-f(x)\,V'(x).$$

Let $|x|\le R$ and $|v|\le P$. The continuous function $f$ is bounded on the compact interval $[-R,R]$, say by $B$, so $|G|\le BP$. The previous result then applies with $C=BP$.

The three bullets of the proof supply what that result asks for: the derivative of $G$, the continuity of the rate, and the bound on $G$. Continuity of the rate is where the continuity of $f'$ and $V'$ enters.

```lean
/-- Hypervirial theorem for the quantity `f(x) v`: on a trajectory with bounded position and
velocity, the time average of `f'(x) v² - f(x) V'(x)` tends to zero for every continuously
differentiable `f`. -/
theorem hypervirial {V x v f : ℝ → ℝ} {R P : ℝ} (hV : ContDiff ℝ 1 V)
    (hf : ContDiff ℝ 1 f) (h : NewtonTrajectory V x v)
    (hR : ∀ t ≥ 0, |x t| ≤ R) (hP : ∀ t ≥ 0, |v t| ≤ P) :
    Tendsto (timeAverage fun t => deriv f (x t) * v t ^ 2 - f (x t) * deriv V (x t))
      atTop (𝓝 0) := by
  have hx : ContinuousOn x (Ici 0) :=
    fun t ht => (h.vel t ht).continuousAt.continuousWithinAt
  have hv : ContinuousOn v (Ici 0) :=
    fun t ht => (h.acc t ht).continuousAt.continuousWithinAt
  -- `f` is bounded on the interval visited by the particle
  obtain ⟨B, hB⟩ := (isCompact_Icc (a := -R) (b := R)).exists_bound_of_continuousOn
    hf.continuous.continuousOn
  refine tendsto_timeAverage_zero (G := fun t => f (x t) * v t) (C := B * P) ?_ ?_ ?_
  · intro t ht
    have hfx : HasDerivAt (fun s => f (x s)) (deriv f (x t) * v t) t :=
      ((hf.differentiable (by simp)) (x t)).hasDerivAt.comp t (h.vel t ht)
    exact (hfx.fun_mul (h.acc t ht)).congr_deriv (by ring)
  · exact (((hf.continuous_deriv le_rfl).comp_continuousOn hx).mul (hv.pow 2)).sub
      ((hf.continuous.comp_continuousOn hx).mul
        ((hV.continuous_deriv le_rfl).comp_continuousOn hx))
  · intro t ht
    have h1 : |f (x t)| ≤ B := hB (x t) (abs_le.mp (hR t ht))
    rw [abs_mul]
    exact mul_le_mul h1 (hP t ht) (abs_nonneg _) ((abs_nonneg _).trans h1)
```

## The virial theorem

For $f(q)=q$ we have $f'(q)=1$, and the identity becomes

$$\langle v^2-x\,V'(x)\rangle_S\to0.$$

At unit mass $v^2$ is twice the kinetic energy, and $-x\,V'(x)$ is position times force. The theorem concerns the sum of these two terms; it does not state that each has a limiting average of its own. The hypothesis `ContDiff ℝ 1 V` asks for a potential that is continuously differentiable on the whole line, so a potential with a singularity at the origin is not covered here. The bounds `hR` and `hP` are assumptions on the motion and are not derived from the shape of the potential. Physically, they say that the particle is confined and never becomes arbitrarily fast.

```lean
/-- Classical virial theorem: on a trajectory with bounded position and velocity, the time
average of `v² - x V'(x)` tends to zero. -/
theorem virial {V x v : ℝ → ℝ} {R P : ℝ} (hV : ContDiff ℝ 1 V)
    (h : NewtonTrajectory V x v)
    (hR : ∀ t ≥ 0, |x t| ≤ R) (hP : ∀ t ≥ 0, |v t| ≤ P) :
    Tendsto (timeAverage fun t => v t ^ 2 - x t * deriv V (x t)) atTop (𝓝 0) := by
  have key := hypervirial (f := fun q => q) hV contDiff_id h hR hP
  simpa only [deriv_id'', one_mul] using key
```

## Many particles with masses

For particles $i$ with masses $m_i>0$, positions $x_i$, velocities $v_i$ and forces $F_i$, take $G=\sum_i m_i\,x_i\cdot v_i$. With $v_i'=F_i/m_i$,

$$\frac{dG}{dt}=\sum_i m_i\bigl(v_i\cdot v_i+x_i\cdot v_i'\bigr)=\sum_i\bigl(m_i|v_i|^2+x_i\cdot F_i\bigr).$$

If $|x_i|\le R$ and $|v_i|\le P$ for all particles, the Cauchy–Schwarz inequality gives $|G|\le\sum_i m_iRP$. Hence

$$\Bigl\langle\sum_i\bigl(m_i|v_i|^2+x_i\cdot F_i\bigr)\Bigr\rangle_S\to0.$$

In Lean the finite type `ι` labels the particles, and `E` is the space in which they move, for example ordinary three-dimensional space. Each force `F i` is a function of all positions. It need not come from a potential. In this statement it does not depend on velocity or explicitly on time; the argument itself uses only the values of the force along the motion. It has to be continuous only along the actual motion (`hF`), so singular pair forces are allowed as long as the particles avoid the singularities. Hard walls, which change velocities abruptly, are excluded.

The proof has the same three bullets as before. In the first, `h1` is the cancellation $m_i\,m_i^{-1}=1$, which `linear_combination` uses to match the derivative with the stated sum.

For a molecular dynamics run of finite length $S$ that follows these equations of motion, the average above equals the end-point term $(G(S)-G(0))/S$. For an exact trajectory that meets the hypotheses above, with both positions and velocities bounded, the estimate $2C/S$ shows that this term decays at least as fast as $1/S$. The error of a finite time step is a separate matter. Coordinates that jump when wrapped into a periodic cell do not meet the hypotheses.

```lean
/-- Virial theorem for finitely many particles with masses `m i` and forces `F i`: if positions
and velocities stay bounded, the time average of `∑ (m v² + x · F)` tends to zero. -/
theorem virial_many_particles {ι E : Type*} [Fintype ι] [NormedAddCommGroup E]
    [InnerProductSpace ℝ E] {m : ι → ℝ} (hm : ∀ i, 0 < m i) {F : ι → (ι → E) → E}
    {x v : ι → ℝ → E} {R P : ℝ}
    (hx : ∀ i, ∀ t ≥ 0, HasDerivAt (x i) (v i t) t)
    (hv : ∀ i, ∀ t ≥ 0, HasDerivAt (v i) ((m i)⁻¹ • F i (fun j => x j t)) t)
    (hF : ∀ i, ContinuousOn (fun t => F i (fun j => x j t)) (Ici 0))
    (hR : ∀ i, ∀ t ≥ 0, ‖x i t‖ ≤ R) (hP : ∀ i, ∀ t ≥ 0, ‖v i t‖ ≤ P) :
    Tendsto (timeAverage fun t =>
      ∑ i, (m i * ‖v i t‖ ^ 2 + inner ℝ (x i t) (F i (fun j => x j t)))) atTop (𝓝 0) := by
  refine tendsto_timeAverage_zero (G := fun t => ∑ i, m i * inner ℝ (x i t) (v i t))
    (C := ∑ i, m i * (R * P)) ?_ ?_ ?_
  · intro t ht
    refine (HasDerivAt.fun_sum (u := Finset.univ) fun i _ =>
      ((hx i t ht).inner ℝ (hv i t ht)).const_mul (m i)).congr_deriv ?_
    refine Finset.sum_congr rfl fun i _ => ?_
    -- the mass cancels against the inverse mass in Newton's equation
    have h1 : m i * (m i)⁻¹ = 1 := mul_inv_cancel₀ (hm i).ne'
    rw [real_inner_smul_right, real_inner_self_eq_norm_sq]
    linear_combination (inner ℝ (x i t) (F i (fun j => x j t))) * h1
  · refine continuousOn_finsetSum Finset.univ fun i _ => ?_
    have hxc : ContinuousOn (x i) (Ici 0) :=
      fun t ht => (hx i t ht).continuousAt.continuousWithinAt
    have hvc : ContinuousOn (v i) (Ici 0) :=
      fun t ht => (hv i t ht).continuousAt.continuousWithinAt
    exact (continuousOn_const.mul (hvc.norm.pow 2)).add
      ((continuous_inner (𝕜 := ℝ)).comp_continuousOn (hxc.prodMk (hF i)))
  · intro t ht
    refine (Finset.abs_sum_le_sum_abs _ _).trans (Finset.sum_le_sum fun i _ => ?_)
    rw [abs_mul, abs_of_pos (hm i)]
    refine mul_le_mul_of_nonneg_left ((abs_real_inner_le_norm _ _).trans ?_) (hm i).le
    exact mul_le_mul (hR i t ht) (hP i t ht) (norm_nonneg _)
      ((norm_nonneg _).trans (hR i t ht))
```

## Energy and homogeneous potentials

The energy $E=v^2/2+V(x)$ of the one-dimensional particle is constant, because

$$\frac{dE}{dt}=v\,v'+V'(x)\,v=-v\,V'(x)+V'(x)\,v=0.$$

Lean integrates this zero derivative from $0$ to $S$ and obtains equality of the energies at the two times. Boundedness is not needed for this step.

```lean
/-- The sum of kinetic and potential energy keeps its initial value along a trajectory. -/
theorem energy_conserved {V x v : ℝ → ℝ} (hV : ContDiff ℝ 1 V)
    (h : NewtonTrajectory V x v) {S : ℝ} (hS : 0 ≤ S) :
    v S ^ 2 / 2 + V (x S) = v 0 ^ 2 / 2 + V (x 0) := by
  have hd : ∀ t ∈ uIcc 0 S, HasDerivAt (fun s => v s ^ 2 / 2 + V (x s)) 0 t := by
    intro t ht
    rw [uIcc_of_le hS] at ht
    have hVx : HasDerivAt (fun s => V (x s)) (deriv V (x t) * v t) t :=
      ((hV.differentiable (by simp)) (x t)).hasDerivAt.comp t (h.vel t ht.1)
    refine ((((h.acc t ht.1).fun_pow 2).div_const 2).fun_add hVx).congr_deriv ?_
    norm_num
    ring
  have key := intervalIntegral.integral_eq_sub_of_hasDerivAt hd
    (continuous_const.intervalIntegrable _ _)
  rw [intervalIntegral.integral_zero] at key
  linarith
```

Now suppose that $q\,V'(q)=k\,V(q)$ for all $q$, with $k>0$. This is Euler's relation for a potential that scales with degree $k$, such as $V(q)=q^2/2$ with $k=2$. Substituting $V(x)=E-v^2/2$,

$$v^2-x\,V'(x)=v^2-k\Bigl(E-\frac{v^2}{2}\Bigr)=(k+2)\,\frac{v^2}{2}-kE,$$

and therefore

$$\frac{v^2}{2}=\frac{v^2-x\,V'(x)}{k+2}+\frac{k}{k+2}\,E.$$

The first term on the right averages to zero by the virial theorem, so the mean kinetic energy of a bounded trajectory does have a limit:

$$\Bigl\langle\frac{v^2}{2}\Bigr\rangle_S\to\frac{k}{k+2}\,E.$$

In the statement, $E$ is written through its initial value. The proof calls the limit `c`; `pt` is the pointwise identity above, and `e` is its integral over $[0,S]$. Dividing by $S$ leaves the virial average over $k+2$, plus `c`. Attractive $1/r$ potentials, which have $k=-1$, are not covered: apart from the sign of $k$, they are singular at the origin, whereas $V$ is assumed continuously differentiable on the whole line. The proof uses $k>0$ only to divide by $k+2$. With this smoothness assumption, for $0<k<1$ only $V=0$ satisfies Euler's relation.

```lean
/-- If the potential satisfies Euler's relation `q V'(q) = k V(q)` with `k > 0`, the mean kinetic
energy of a bounded trajectory tends to `k / (k + 2)` times the total energy. -/
theorem mean_kinetic_energy {V x v : ℝ → ℝ} {R P k : ℝ} (hV : ContDiff ℝ 1 V)
    (hk : 0 < k) (hom : ∀ q, q * deriv V q = k * V q) (h : NewtonTrajectory V x v)
    (hR : ∀ t ≥ 0, |x t| ≤ R) (hP : ∀ t ≥ 0, |v t| ≤ P) :
    Tendsto (timeAverage fun t => v t ^ 2 / 2) atTop
      (𝓝 (k / (k + 2) * (v 0 ^ 2 / 2 + V (x 0)))) := by
  obtain ⟨c, hc⟩ : ∃ c, c = k / (k + 2) * (v 0 ^ 2 / 2 + V (x 0)) := ⟨_, rfl⟩
  rw [← hc]
  have hk2 : k + 2 ≠ 0 := by positivity
  -- kinetic energy is the virial expression over `k + 2`, plus a constant
  have pt : ∀ t ≥ 0, v t ^ 2 / 2 = (v t ^ 2 - x t * deriv V (x t)) / (k + 2) + c := by
    intro t ht
    rw [hom, hc, ← energy_conserved hV h ht]
    field_simp
    ring
  have hlim := ((virial hV h hR hP).div_const (k + 2)).add_const c
  rw [zero_div, zero_add] at hlim
  refine hlim.congr' ?_
  filter_upwards [eventually_gt_atTop 0] with S hS
  have hsub : uIcc 0 S ⊆ Ici 0 := by
    rw [uIcc_of_le hS.le]
    exact Icc_subset_Ici_self
  have hx : ContinuousOn x (uIcc 0 S) :=
    fun t ht => (h.vel t (hsub ht)).continuousAt.continuousWithinAt
  have hv : ContinuousOn v (uIcc 0 S) :=
    fun t ht => (h.acc t (hsub ht)).continuousAt.continuousWithinAt
  have hi : IntervalIntegrable (fun t => v t ^ 2 - x t * deriv V (x t))
      MeasureTheory.volume 0 S :=
    ((hv.pow 2).sub (hx.mul
      ((hV.continuous_deriv le_rfl).comp_continuousOn hx))).intervalIntegrable
  have e0 : (∫ t in (0 : ℝ)..S, v t ^ 2 / 2)
      = ∫ t in (0 : ℝ)..S, ((v t ^ 2 - x t * deriv V (x t)) / (k + 2) + c) :=
    intervalIntegral.integral_congr fun t ht => pt t (hsub ht)
  have e : (∫ t in (0 : ℝ)..S, v t ^ 2 / 2)
      = (∫ t in (0 : ℝ)..S, (v t ^ 2 - x t * deriv V (x t))) / (k + 2) + S * c := by
    rw [e0,
      intervalIntegral.integral_add (hi.div_const _) (continuous_const.intervalIntegrable _ _),
      intervalIntegral.integral_div, intervalIntegral.integral_const, smul_eq_mul, sub_zero]
  unfold timeAverage
  rw [e, add_div, mul_div_cancel_left₀ c hS.ne', div_right_comm]
```

## An oscillator and a free particle

For the harmonic potential $V(q)=q^2/2$, the motion $x=\cos t$, $v=-\sin t$ satisfies $v'=-\cos t=-V'(x)$. Position and velocity are bounded by one, and $q\,V'(q)=q^2=2V(q)$. The energy is $1/2$, so the formula for the mean kinetic energy gives $\frac{2}{4}\cdot\frac12=\frac14$, in agreement with the average of $\frac12\sin^2t$. The theorem below checks the equation of motion, the bounds and Euler's relation.

```lean
/-- The motion `x = cos t` in the potential `q²/2` is a Newton trajectory with position and
velocity bounded by one, and the potential obeys Euler's relation with `k = 2`. -/
theorem oscillator_witness :
    NewtonTrajectory (fun q => q ^ 2 / 2) Real.cos (fun t => -Real.sin t) ∧
      (∀ t, |Real.cos t| ≤ 1 ∧ |-Real.sin t| ≤ 1) ∧
      ∀ q : ℝ, q * deriv (fun y : ℝ => y ^ 2 / 2) q = 2 * (q ^ 2 / 2) := by
  have hd : ∀ q : ℝ, deriv (fun y : ℝ => y ^ 2 / 2) q = q := by
    intro q
    have h1 : HasDerivAt (fun y : ℝ => y ^ 2 / 2) q q :=
      ((hasDerivAt_pow 2 q).div_const 2).congr_deriv (by norm_num)
    exact h1.deriv
  refine ⟨⟨fun t _ => Real.hasDerivAt_cos t, fun t _ => ?_⟩, fun t => ⟨?_, ?_⟩, fun q => ?_⟩
  · rw [hd]
    exact (Real.hasDerivAt_sin t).fun_neg
  · exact Real.abs_cos_le_one t
  · rw [abs_neg]
    exact Real.abs_sin_le_one t
  · rw [hd]
    ring
```

The free particle shows what the bound on the position contributes. With $V=0$, $x=t$ and $v=1$, Newton's equation holds and the velocity is bounded, but

$$\langle v^2-x\,V'(x)\rangle_S=\frac1S\int_0^S1\,dt=1\qquad\text{for every }S>0.$$

Here $G=xv=t$ grows without limit, and its mean rate of change stays at one.

```lean
/-- The free particle `x = t` is a Newton trajectory with constant velocity, and its average of `v²
- x V'(x)` over the time from `0` to `S` equals one for every `S > 0`. -/
theorem free_particle_average :
    NewtonTrajectory (fun _ => 0) (fun t => t) (fun _ => 1) ∧
      ∀ S > 0, timeAverage (fun t => 1 ^ 2 - t * deriv (fun _ : ℝ => (0 : ℝ)) t) S = 1 := by
  refine ⟨⟨fun t _ => hasDerivAt_id t, fun t _ => ?_⟩, fun S hS => ?_⟩
  · exact (hasDerivAt_const t (1 : ℝ)).congr_deriv (by simp)
  · have hS' : S ≠ 0 := ne_of_gt hS
    simp [timeAverage, hS']

end

end ClassicalVirial
```

```lean
#print axioms ClassicalVirial.virial
#print axioms ClassicalVirial.virial_many_particles
#print axioms ClassicalVirial.mean_kinetic_energy
#print axioms ClassicalVirial.free_particle_average
```

```
'ClassicalVirial.virial' depends on axioms: [propext, Classical.choice, Quot.sound]
'ClassicalVirial.virial_many_particles' depends on axioms: [propext, Classical.choice, Quot.sound]
'ClassicalVirial.mean_kinetic_energy' depends on axioms: [propext, Classical.choice, Quot.sound]
'ClassicalVirial.free_particle_average' depends on axioms: [propext, Classical.choice, Quot.sound]
```
